# Keeping every L-th site of a finite ring folds its Fourier spectrum

**Q:** Take a ring of two sites with field values $f(0)$ and $f(1)$. Its Fourier sums are $\hat f(0)=f(0)+f(1)$ and $\hat f(1)=f(0)-f(1)$. Keep only site 0. The one remaining Fourier sum is $f(0)=\tfrac12[\hat f(0)+\hat f(1)]$, so both wave numbers have landed on one. What survives of this on a larger ring?

**A:** All of it. Let the long ring have $N=LM$ sites, with $L,M\ge 1$, and let $g(y)=f(Ly)$ live on the short ring of $M$ sites. Define
$$\hat f(k)=\sum_{x=0}^{N-1}e^{-2\pi i kx/N}f(x),\qquad \hat g(k)=\sum_{y=0}^{M-1}e^{-2\pi i ky/M}g(y).$$
Add the $L$ replicas of $k$ and exchange the sums:
$$\sum_{m=0}^{L-1}\hat f(k+mM)=\sum_{x=0}^{N-1}e^{-2\pi i kx/N}f(x)\sum_{m=0}^{L-1}z^m,\qquad z=e^{-2\pi i x/L}.$$
If $L$ divides $x$, then $z=1$ and the inner sum is $L$. Otherwise $z\ne1$ but $z^L=1$, so it is $(z^L-1)/(z-1)=0$. Only $x=Ly$ survives, and there $e^{-2\pi i kLy/(LM)}=e^{-2\pi i ky/M}$. The right side is therefore $L\,\hat g(k)$, and
$$\hat g(k)=\frac1L\sum_{m=0}^{L-1}\hat f(k+mM).$$

**Q:** Show me numbers where more than one wave number survives.

**A:** Take $L=M=2$ and $f=(1,2,3,4)$. Then $\hat f=(10,\,-2+2i,\,-2,\,-2-2i)$. The samples are $g=(1,3)$, with $\hat g=(4,-2)$. Folding gives $\tfrac12(10-2)=4$ and $\tfrac12(-2+2i-2-2i)=-2$.

**Q:** Now the formal version. Do its waves and transforms have the right periods?

**A:** The type carries the period. A site or wave number on a ring of `N` sites is an element of `ZMod N`, and `planeWave k x` is $e^{2\pi i kx/N}$ with that same `N`.

In Lean 4 with Mathlib:

```lean
import Mathlib

open Finset

namespace SpectralFolding

noncomputable section

/-- The plane wave `exp (2 π i k x / N)` with wave number `k` on a ring of `N` sites. -/
def planeWave {N : ℕ} [NeZero N] (k x : ZMod N) : ℂ := ZMod.stdAddChar (x * k)
```

The transform uses the opposite wave and no prefactor. If both transforms were unitary, the $1/L$ in the folding formula would become $1/\sqrt L$.

```lean
/-- The unnormalised discrete Fourier sum `∑ x, exp (-2 π i k x / N) f x` on a ring of
`N` sites. -/
def latticeFT {N : ℕ} [NeZero N] (f : ZMod N → ℂ) (k : ZMod N) : ℂ :=
  ∑ x, planeWave (-k) x * f x
```

**Q:** Multiplying a site of the short ring by $L$ should give a site of the long one. Is that well defined?

**A:** Yes. `y.val` is the representative between $0$ and $M-1$, and `site L y` is $L$ times it, read modulo $LM$. Changing the representative by $M$ would change the result by $LM$, which is zero there.

```lean
/-- The site `L y` of the long ring, which has `L M` sites, that carries site `y` of the
short ring, which has `M` sites. -/
def site (L : ℕ) {M : ℕ} (y : ZMod M) : ZMod (L * M) := ((L * y.val : ℕ) : ZMod (L * M))

/-- Downsampling keeps every `L`-th value of a field: `g y = f (L y)`. -/
def downsample {L M : ℕ} (f : ZMod (L * M) → ℂ) (y : ZMod M) : ℂ := f (site L y)
```

**Q:** And the same $k$ on two different rings? Those sound like different momenta.

**A:** They are the same momentum. With lattice spacing $a$, the long ring has length $Na$, and the short one has $M$ sites at spacing $La$, hence the same length. The wave vector is $2\pi k/(Na)$ on both, but it is fixed only up to multiples of $2\pi/a$ on the long ring and of $2\pi/(La)$ on the short one. In the code `k` is an integer cast into each ring. The next proof writes both characters as exponentials, and `field_simp` cancels the $L$ in the position against the $L$ in the period.

```lean
variable {L M : ℕ} [NeZero L] [NeZero M]

/-- A plane wave with integer wave number `k`, sampled at every `L`-th site, is the plane wave
with the same `k` on the short ring. -/
theorem downsample_planeWave (k : ℤ) :
    downsample (planeWave (k : ZMod (L * M))) = planeWave (k : ZMod M) := by
  have hL : (L : ℂ) ≠ 0 := Nat.cast_ne_zero.2 (NeZero.ne L)
  have hM : (M : ℂ) ≠ 0 := Nat.cast_ne_zero.2 (NeZero.ne M)
  funext y
  obtain ⟨n, hy, hv⟩ : ∃ n : ℕ, (n : ZMod M) = y ∧ y.val = n :=
    ⟨y.val, ZMod.natCast_zmod_val y, rfl⟩
  simp only [downsample, site, planeWave]
  rw [hv, ← hy]
  have h1 : ((L * n : ℕ) : ZMod (L * M)) * (k : ZMod (L * M))
      = (((L : ℤ) * n * k : ℤ) : ZMod (L * M)) := by push_cast; ring
  have h2 : (n : ZMod M) * (k : ZMod M) = (((n : ℤ) * k : ℤ) : ZMod M) := by push_cast; ring
  -- the factor `L` in the position cancels against the longer period
  rw [h1, h2, ZMod.stdAddChar_coe, ZMod.stdAddChar_coe]
  congr 1
  push_cast
  field_simp
```

**Q:** So which waves become indistinguishable?

**A:** Exactly those whose wave numbers agree modulo $M$. If the samples agree, evaluating them at $y=1$ shows that the standard character of the short ring takes the same value at both wave numbers, and that character is injective. The converse is immediate from the previous lemma.

```lean
/-- Aliasing: two plane waves on the long ring have the same samples at every `L`-th site exactly
when their wave numbers agree modulo `M`. -/
theorem aliasing_iff (k k' : ℤ) :
    downsample (planeWave (k : ZMod (L * M))) = downsample (planeWave (k' : ZMod (L * M)))
      ↔ (k : ZMod M) = (k' : ZMod M) := by
  rw [downsample_planeWave, downsample_planeWave]
  constructor
  · intro h
    have h1 := congrFun h 1
    simp only [planeWave, one_mul] at h1
    exact ZMod.injective_stdAddChar h1
  · intro h
    rw [h]
```

**Q:** Where is the geometric sum?

**A:** Here. `hpow` identifies each term with $z^m$, `hzL` proves $z^L=1$, and `hdvd` says that $xM$ vanishes modulo $LM$ exactly when $L$ divides $x$. The two cases of `split_ifs` are the two cases above, with `geom_sum_eq` supplying the quotient.

```lean
/-- The plane waves with wave numbers `0, -M, ..., -(L - 1) M` add up to a comb: `L` on every
`L`-th site and zero on all others. -/
theorem comb_sum (x : ZMod (L * M)) :
    ∑ m ∈ range L, planeWave (-((m : ZMod (L * M)) * (M : ZMod (L * M)))) x
      = if L ∣ x.val then (L : ℂ) else 0 := by
  set z : ℂ := ZMod.stdAddChar (-(x * (M : ZMod (L * M)))) with hz
  have hpow : ∀ m : ℕ, planeWave (-((m : ZMod (L * M)) * (M : ZMod (L * M)))) x = z ^ m := by
    intro m
    rw [hz, ← AddChar.map_nsmul_eq_pow, planeWave]
    congr 1
    rw [nsmul_eq_mul]
    ring
  have hx : x * (M : ZMod (L * M)) = ((x.val * M : ℕ) : ZMod (L * M)) := by
    rw [Nat.cast_mul, ZMod.natCast_zmod_val]
  have hdvd : x * (M : ZMod (L * M)) = 0 ↔ L ∣ x.val := by
    rw [hx, ZMod.natCast_eq_zero_iff]
    exact Nat.mul_dvd_mul_iff_right (Nat.pos_of_ne_zero (NeZero.ne M))
  have hLM : (L : ZMod (L * M)) * (M : ZMod (L * M)) = 0 := by
    rw [← Nat.cast_mul, ZMod.natCast_self]
  -- the ratio of the geometric sum is an `L`-th root of unity
  have hzL : z ^ L = 1 := by
    have h0 : L • (-(x * (M : ZMod (L * M)))) = 0 := by
      rw [nsmul_eq_mul]
      linear_combination (-x) * hLM
    rw [hz, ← AddChar.map_nsmul_eq_pow, h0, AddChar.map_zero_eq_one]
  rw [Finset.sum_congr rfl fun m _ => hpow m]
  split_ifs with h
  · have h1 : z = 1 := by rw [hz, hdvd.2 h, neg_zero, AddChar.map_zero_eq_one]
    simp [h1]
  · have h1 : z ≠ 1 := by
      intro h1
      have h2 := ZMod.injective_stdAddChar (h1.trans (AddChar.map_zero_eq_one _).symm)
      exact h (hdvd.1 (neg_eq_zero.1 h2))
    rw [geom_sum_eq h1, hzL, sub_self, zero_div]
```

The surviving sites must then be relabelled by the short ring. The maps $y\mapsto Ly$ and $x\mapsto x/L$ are inverse to each other on the multiples of $L$, and `Finset.sum_nbij'` turns that into an equality of sums.

```lean
/-- Summing over the sites of the long ring whose position is a multiple of `L` is the same as
summing over the short ring. -/
theorem sum_sublattice (F : ZMod (L * M) → ℂ) :
    ∑ x, (if L ∣ x.val then F x else 0) = ∑ y : ZMod M, F (site L y) := by
  have hL : 0 < L := Nat.pos_of_ne_zero (NeZero.ne L)
  have hval : ∀ y : ZMod M, (site L y).val = L * y.val := by
    intro y
    have hy := ZMod.val_lt y
    exact ZMod.val_natCast_of_lt (by gcongr)
  rw [← Finset.sum_filter]
  symm
  refine Finset.sum_nbij' (site L) (fun x => ((x.val / L : ℕ) : ZMod M)) ?_ ?_ ?_ ?_ ?_
  · intro y _
    rw [Finset.mem_filter, hval]
    exact ⟨Finset.mem_univ _, Dvd.intro _ rfl⟩
  · intro x _
    exact Finset.mem_univ _
  · intro y _

    rw [hval, Nat.mul_div_cancel_left _ hL, ZMod.natCast_zmod_val]
  · intro x hx
    have hd : L ∣ x.val := (Finset.mem_filter.1 hx).2
    have hlt : x.val / L < M := Nat.div_lt_of_lt_mul (ZMod.val_lt x)
    change ((L * ((x.val / L : ℕ) : ZMod M).val : ℕ) : ZMod (L * M)) = x
    rw [ZMod.val_natCast_of_lt hlt, Nat.mul_div_cancel' hd, ZMod.natCast_zmod_val]
  · intro y _
    rfl
```

**Q:** Does the main theorem assume anything about $f$?

**A:** Nothing: `f` is any complex field on the long ring, `k` is any integer, and both factors of the length are nonzero. The `calc` block exchanges the sums, inserts the comb, passes to the short ring, and recognises the sampled wave. The last line divides by $L$.

```lean
/-- Downsampling folds the spectrum: the Fourier sum of `g y = f (L y)` at wave number `k` is
`1 / L` times the sum of the Fourier sums of `f` at `k, k + M, ..., k + (L - 1) M`. -/
theorem downsampling_folds_spectrum (f : ZMod (L * M) → ℂ) (k : ℤ) :
    latticeFT (downsample f) (k : ZMod M)
      = 1 / (L : ℂ) * ∑ m ∈ range L,
          latticeFT f ((k : ZMod (L * M)) + (m : ZMod (L * M)) * (M : ZMod (L * M))) := by
  have hL : (L : ℂ) ≠ 0 := Nat.cast_ne_zero.2 (NeZero.ne L)
  have hsum : ∑ m ∈ range L,
      latticeFT f ((k : ZMod (L * M)) + (m : ZMod (L * M)) * (M : ZMod (L * M)))
        = (L : ℂ) * latticeFT (downsample f) (k : ZMod M) := by
    calc _ = ∑ x, (planeWave (-(k : ZMod (L * M))) x * f x) *
          ∑ m ∈ range L, planeWave (-((m : ZMod (L * M)) * (M : ZMod (L * M)))) x := by
          simp only [latticeFT]
          rw [Finset.sum_comm]
          refine Finset.sum_congr rfl fun x _ => ?_
          rw [Finset.mul_sum]
          refine Finset.sum_congr rfl fun m _ => ?_
          have h : planeWave (-((k : ZMod (L * M)) + (m : ZMod (L * M)) * (M : ZMod (L * M)))) x
              = planeWave (-(k : ZMod (L * M))) x
                * planeWave (-((m : ZMod (L * M)) * (M : ZMod (L * M)))) x := by
            simp only [planeWave]
            rw [← AddChar.map_add_eq_mul]
            congr 1
            ring
          rw [h]
          ring
      -- the replicas interfere destructively off the sublattice
      _ = ∑ x : ZMod (L * M), (if L ∣ x.val then
            (L : ℂ) * (planeWave (-(k : ZMod (L * M))) x * f x) else 0) := by
          refine Finset.sum_congr rfl fun x _ => ?_
          rw [comb_sum]
          split_ifs <;> ring
      _ = ∑ y : ZMod M, (L : ℂ) * (planeWave (-(k : ZMod (L * M))) (site L y) * f (site L y)) :=
          sum_sublattice (fun x => (L : ℂ) * (planeWave (-(k : ZMod (L * M))) x * f x))
      _ = (L : ℂ) * latticeFT (downsample f) (k : ZMod M) := by
          rw [latticeFT, Finset.mul_sum]
          refine Finset.sum_congr rfl fun y _ => ?_
          have h := congrFun (downsample_planeWave (L := L) (M := M) (-k)) y
          simp only [downsample, Int.cast_neg] at h
          rw [h, downsample]
  rw [hsum, one_div, inv_mul_cancel_left₀ hL]
```

**Q:** When does folding do no damage?

**A:** When the replicas don't overlap. Let $B$ be a set of wave numbers containing at most one from each class modulo $M$; that is `hB`. It need not be an interval. Suppose also that $\hat f$ vanishes outside $B$, which is `hf`. Physically this is a band limit, a statement that the field has no plane-wave components at the excluded wave numbers, and it is assumed of the field. For $k\in B$ and $0<m<L$, the replica $k+mM$ differs from $k$ on the long ring but shares its class, so it lies outside $B$ and contributes zero. Hence $\hat g(k)=\hat f(k)/L$.

In the proof, `Finset.sum_eq_single 0` keeps the $m=0$ term. A second replica in $B$ would force $L$ to divide $m$, which is impossible in that range.

```lean
/-- If the spectrum of `f` vanishes outside a window `B` in which no two distinct wave numbers
agree modulo `M`, then downsampling only rescales the spectrum on `B` by `1 / L`. -/
theorem alias_free (B : Set (ZMod (L * M)))
    (hB : ∀ k k' : ℤ, (k : ZMod (L * M)) ∈ B → (k' : ZMod (L * M)) ∈ B →
      (k : ZMod M) = (k' : ZMod M) → (k : ZMod (L * M)) = (k' : ZMod (L * M)))
    (f : ZMod (L * M) → ℂ) (hf : ∀ p, p ∉ B → latticeFT f p = 0)
    (k : ℤ) (hk : (k : ZMod (L * M)) ∈ B) :
    latticeFT (downsample f) (k : ZMod M) = 1 / (L : ℂ) * latticeFT f (k : ZMod (L * M)) := by
  rw [downsampling_folds_spectrum, Finset.sum_eq_single 0]
  · simp
  · intro m hm hm0
    apply hf
    intro hmem
    -- a second replica inside the window would have to coincide with the first
    have h := hB k (k + m * M) hk (by push_cast; exact hmem) (by simp)
    push_cast at h
    have h0 : ((m * M : ℕ) : ZMod (L * M)) = 0 := by
      rw [Nat.cast_mul]
      linear_combination -h
    rw [ZMod.natCast_eq_zero_iff] at h0
    have hd : L ∣ m := (Nat.mul_dvd_mul_iff_right (Nat.pos_of_ne_zero (NeZero.ne M))).1 h0
    exact absurd (Nat.le_of_dvd (Nat.pos_of_ne_zero hm0) hd)
      (not_le_of_gt (Finset.mem_range.1 hm))
  · intro h
    exact absurd (Finset.mem_range.2 (Nat.pos_of_ne_zero (NeZero.ne L))) h
```

**Q:** Then the samples should determine the field.

**A:** They do, for two fields limited to the same $B$. On $B$ both spectra equal $L\hat g$, and elsewhere both vanish. The proof identifies `latticeFT` with Mathlib's `ZMod.dft` and uses its injectivity. Some restriction on $B$ is needed: on your two-site ring with $B$ everything, the fields $(0,0)$ and $(0,1)$ agree at site 0 and yet differ.

```lean
/-- Sampling theorem on a ring: two fields whose spectra vanish outside a window `B`, in which no
two distinct wave numbers agree modulo `M`, are equal if they agree on every `L`-th site. -/
theorem sampling_unique (B : Set (ZMod (L * M)))
    (hB : ∀ k k' : ℤ, (k : ZMod (L * M)) ∈ B → (k' : ZMod (L * M)) ∈ B →
      (k : ZMod M) = (k' : ZMod M) → (k : ZMod (L * M)) = (k' : ZMod (L * M)))
    (f₁ f₂ : ZMod (L * M) → ℂ) (h₁ : ∀ p, p ∉ B → latticeFT f₁ p = 0)
    (h₂ : ∀ p, p ∉ B → latticeFT f₂ p = 0) (hs : downsample f₁ = downsample f₂) :
    f₁ = f₂ := by
  have hL : (1 / (L : ℂ)) ≠ 0 := one_div_ne_zero (Nat.cast_ne_zero.2 (NeZero.ne L))
  have hdft : ∀ (f : ZMod (L * M) → ℂ) (p : ZMod (L * M)), ZMod.dft f p = latticeFT f p := by
    intro f p
    rw [ZMod.dft_apply]
    simp only [latticeFT, planeWave, mul_neg, smul_eq_mul]
  -- equal samples force equal spectra, and the Fourier transform is injective
  apply ZMod.dft.injective
  funext p
  rw [hdft, hdft]
  by_cases hp : p ∈ B
  · obtain ⟨k, rfl⟩ := ZMod.intCast_surjective p
    have e₁ := alias_free B hB f₁ h₁ k hp
    have e₂ := alias_free B hB f₂ h₂ k hp
    rw [hs] at e₁
    exact mul_left_cancel₀ hL (e₁.symm.trans e₂)
  · rw [h₁ p hp, h₂ p hp]

end

end SpectralFolding
```

```lean
#print axioms SpectralFolding.aliasing_iff
-- 'SpectralFolding.aliasing_iff' depends on axioms: [propext, Classical.choice, Quot.sound]
#print axioms SpectralFolding.downsampling_folds_spectrum
-- 'SpectralFolding.downsampling_folds_spectrum' depends on axioms: [propext, Classical.choice, Quot.sound]
#print axioms SpectralFolding.sampling_unique
-- 'SpectralFolding.sampling_unique' depends on axioms: [propext, Classical.choice, Quot.sound]
```

**Q:** The comment there says "sampling theorem". Is that Shannon's theorem?

**A:** It is a uniqueness result on a finite ring. It contains no interpolation formula and does not treat signals on the real line.

**Q:** And what does it tell someone running a simulation?

**A:** For a wavefunction stored on a finite, one-dimensional periodic grid, the folding formula says which plane-wave components mix when the grid is thinned by an integer factor that divides the number of sites. There is no Hamiltonian in the model, so it makes no statement about energies or bands.
